# Arcsine density of the squared 1–4 distance for a uniform dihedral angle, with rigid bonds and bent bond angles

Let \(A\) be real, \(B>0\), and \(g\) a real function continuous on \([A-B,A+B]\). Then

\[
\int_0^{\pi} g(A+B\cos\varphi)\,d\varphi=\int_{A-B}^{A+B}\frac{g(x)}{\sqrt{B^2-(x-A)^2}}\,dx ,
\]

and the integrand on the right is integrable although its denominator vanishes at both ends. Dividing by \(\pi\) gives averages: if \(\varphi\) is uniform on \([0,\pi]\), then \(x=A+B\cos\varphi\) has the density

\[
p(x)=\frac{1}{\pi\sqrt{B^2-(x-A)^2}},\qquad A-B<x<A+B,
\]

with mean \(A\) and variance \(B^2/2\).

For four atoms 1–2–3–4 with fixed bond lengths and fixed, non-linear bond angles, \(x\) is the squared distance between atoms 1 and 4, and \(\varphi\) is the dihedral angle about the bond 2–3, counted here from the trans arrangement. Counted from cis, as in the geometry below, the cosine has a minus sign and the density is the same.

## Testing a torsion sampler

A Monte Carlo code with torsion moves can be run on a single four-atom chain with the torsional potential and any interaction between atoms 1 and 4 switched off, and the dihedral drawn uniformly. The squared 1–4 distance should then have mean \(A\) and variance \(B^2/2\), where both constants follow from the fixed geometry. This tests the routine that rebuilds coordinates from internal variables together with the one that computes distances.

A histogram of \(x\) piles up at both ends of its range, so the density at the centre of a bin is a poor estimate of the count in the outermost bins. Since \(\varphi\mapsto A+B\cos\varphi\) is decreasing, a bin \([a,b]\) inside \([A-B,A+B]\) should receive the fraction

\[
\frac{1}{\pi}\left[\arccos\frac{a-A}{B}-\arccos\frac{b-A}{B}\right].
\]

The identity also helps with quadrature: an integral over \(x\) with singular ends becomes an integral of a continuous function over \(\varphi\).

The four atoms are the corners of a tetrahedron, and the density of \(x\) is inversely proportional to its volume, as shown below. In angular momentum theory, the classical estimate of a squared 6j-symbol, averaged over its oscillations, contains the inverse volume of a tetrahedron in the same way; there the six edge lengths are the angular momenta.

## From the angle to the squared distance

**Substitution.** Put \(x=A+B\cos\varphi\). As \(\varphi\) runs from \(0\) to \(\pi\), \(x\) falls strictly from \(A+B\) to \(A-B\), and \(dx=-B\sin\varphi\,d\varphi\). Moreover

\[
B^2-(x-A)^2=B^2(1-\cos^2\varphi)=B^2\sin^2\varphi .
\]

Since \(B\sin\varphi\ge 0\) on \([0,\pi]\), the square root is \(B\sin\varphi\), which is the size of the Jacobian. Hence \(d\varphi=-dx/\sqrt{B^2-(x-A)^2}\) in the interior, and the minus sign is absorbed by exchanging the limits. The same substitution applied to \(|g|\) gives an integral of at most \(\pi\max|g|\), which is finite because \(g\) is continuous on a closed interval.

**Moments.** Taking \(g=1\), \(x\) and \((x-A)^2\) gives

\[
\int_0^\pi d\varphi=\pi,\qquad
\int_0^\pi (A+B\cos\varphi)\,d\varphi=\pi A,\qquad
\int_0^\pi B^2\cos^2\varphi\,d\varphi=\frac{\pi B^2}{2}.
\]

Division by \(\pi\) gives the normalisation, the mean and the variance.

**Geometry.** Put the bond 2–3 on the z-axis, from the origin to \((0,0,L)\). Atom 1 lies at distance \(r\) from the axis and height \(h\), and atom 4 at distance \(s\) and height \(k\):

\[
P=(r,0,h),\qquad Q=(s\cos\varphi,\,s\sin\varphi,\,k).
\]

Then

\[
|P-Q|^2=(r-s\cos\varphi)^2+s^2\sin^2\varphi+(h-k)^2
=r^2+s^2+(h-k)^2-2rs\cos\varphi .
\]

So \(A=r^2+s^2+(h-k)^2\) and \(B=2rs\), with a minus sign before the cosine. Replacing \(\varphi\) by \(\pi-\varphi\) changes that sign and leaves the integral over \([0,\pi]\) unchanged, so the identity applies.

**Volume.** The triple product of \((0,0,L)\), \(P\) and \(Q\) is \(L\) times the z-component of \(P\times Q\), which is \(Lrs\sin\varphi\). For nonnegative \(L,r,s\) and \(\varphi\in[0,\pi]\), the tetrahedron therefore has volume \(V=Lrs\sin\varphi/6\), and at \(x=|P-Q|^2\)

\[
L\sqrt{B^2-(x-A)^2}=2Lrs\sin\varphi=12V .
\]

Where \(V>0\), the normalised density is \(p(x)=L/(12\pi V)\).

## The Lean source

```lean
import Mathlib

open MeasureTheory Set Matrix
open scoped Real

namespace DihedralAngleDensity

noncomputable section

/-- For `r ≥ 0`, the point at distance `r` from the z-axis, at height `h` and azimuth `φ`. -/
def apex (r h φ : ℝ) : Fin 3 → ℝ := ![r * Real.cos φ, r * Real.sin φ, h]

/-- The squared Euclidean distance between two points of space. -/
def sqDist (u v : Fin 3 → ℝ) : ℝ := (u - v) ⬝ᵥ (u - v)

/-- The volume of the tetrahedron with one vertex at the origin and the others at `a`, `b`, `c`. -/
def tetVolume (a b c : Fin 3 → ℝ) : ℝ := |a ⬝ᵥ (b ⨯₃ c)| / 6

/-- The squared distance of two apexes at axial distances `r`, `s` and heights `h`, `k` when
their azimuths differ by a right angle. -/
def midSq (r s h k : ℝ) : ℝ := r ^ 2 + s ^ 2 + (h - k) ^ 2

/-- For `B > 0`, the value `A + B cos φ` sweeps out exactly the open interval from `A - B` to
`A + B` as the angle runs through the open interval from `0` to `π`. -/
theorem image_sqLength (A B : ℝ) (hB : 0 < B) :
    (fun φ => A + B * Real.cos φ) '' Ioo 0 π = Ioo (A - B) (A + B) := by
  ext x
  constructor
  · rintro ⟨φ, ⟨h0, hπ⟩, rfl⟩
    have h1 := Real.strictAntiOn_cos ⟨le_rfl, Real.pi_pos.le⟩ ⟨h0.le, hπ.le⟩ h0
    have h2 := Real.strictAntiOn_cos ⟨h0.le, hπ.le⟩ ⟨Real.pi_pos.le, le_rfl⟩ hπ
    rw [Real.cos_zero] at h1
    rw [Real.cos_pi] at h2
    change A - B < A + B * Real.cos φ ∧ A + B * Real.cos φ < A + B
    constructor <;> nlinarith
  · rintro ⟨hl, hu⟩
    -- the angle is recovered by the arccosine
    have h1 : (x - A) / B < 1 := by rw [div_lt_iff₀ hB]; linarith
    have h2 : -1 < (x - A) / B := by rw [lt_div_iff₀ hB]; linarith
    refine ⟨Real.arccos ((x - A) / B), ⟨Real.arccos_pos.2 h1, ?_⟩, ?_⟩
    · refine lt_of_le_of_ne (Real.arccos_le_pi _) fun h => ?_
      exact absurd (Real.arccos_eq_pi.1 h) (not_le_of_gt h2)
    · change A + B * Real.cos (Real.arccos ((x - A) / B)) = x
      rw [Real.cos_arccos h2.le h1.le, mul_div_cancel₀ _ hB.ne']
      ring

/-- For `B ≥ 0` and an angle between `0` and `π`, the square root in the density, taken at the point
`x = A + B cos φ`, equals `B sin φ`. -/
theorem sqrt_eq_jacobian (A B φ : ℝ) (hB : 0 ≤ B) (hφ : φ ∈ Icc 0 π) :
    √(B ^ 2 - (A + B * Real.cos φ - A) ^ 2) = B * Real.sin φ := by
  have h : B ^ 2 - (A + B * Real.cos φ - A) ^ 2 = (B * Real.sin φ) ^ 2 := by
    linear_combination (-B ^ 2) * Real.sin_sq_add_cos_sq φ
  rw [h, Real.sqrt_sq (mul_nonneg hB (Real.sin_nonneg_of_nonneg_of_le_pi hφ.1 hφ.2))]

/-- For `B > 0` and `g` continuous on `[A - B, A + B]`, the function `g(x) / √(B² - (x - A)²)` is
integrable on the open interval, and its integral is that of `g(A + B cos φ)` over `[0, π]`. -/
theorem integral_uniform_angle (A B : ℝ) (hB : 0 < B) (g : ℝ → ℝ)
    (hg : ContinuousOn g (Icc (A - B) (A + B))) :
    IntegrableOn (fun x => g x / √(B ^ 2 - (x - A) ^ 2)) (Ioo (A - B) (A + B)) ∧
    ∫ φ in (0 : ℝ)..π, g (A + B * Real.cos φ) =
      ∫ x in Ioo (A - B) (A + B), g x / √(B ^ 2 - (x - A) ^ 2) := by
  have hd : ∀ φ ∈ Ioo 0 π, HasDerivWithinAt (fun φ => A + B * Real.cos φ)
      (B * -Real.sin φ) (Ioo 0 π) φ := fun φ _ =>
    (((Real.hasDerivAt_cos φ).const_mul B).const_add A).hasDerivWithinAt
  have hinj : InjOn (fun φ => A + B * Real.cos φ) (Ioo 0 π) := by
    intro a ha b hb h
    have h' : A + B * Real.cos a = A + B * Real.cos b := h
    exact Real.injOn_cos (Ioo_subset_Icc_self ha) (Ioo_subset_Icc_self hb)
      (mul_left_cancel₀ hB.ne' (add_left_cancel h'))
  -- the Jacobian cancels the square root
  have key : EqOn (fun φ => |B * -Real.sin φ| •
      (g (A + B * Real.cos φ) / √(B ^ 2 - (A + B * Real.cos φ - A) ^ 2)))
      (fun φ => g (A + B * Real.cos φ)) (Ioo 0 π) := by
    intro φ hφ
    have hs : 0 < Real.sin φ := Real.sin_pos_of_pos_of_lt_pi hφ.1 hφ.2
    have habs : |B * -Real.sin φ| = B * Real.sin φ := by
      rw [mul_neg, abs_neg, abs_of_pos (mul_pos hB hs)]
    simp only [smul_eq_mul]
    rw [habs, sqrt_eq_jacobian A B φ hB.le (Ioo_subset_Icc_self hφ)]
    field_simp
  have hcont : ContinuousOn (fun φ => g (A + B * Real.cos φ)) (Icc 0 π) := by
    refine hg.comp (by fun_prop) fun φ _ => ?_
    change A - B ≤ A + B * Real.cos φ ∧ A + B * Real.cos φ ≤ A + B
    constructor <;> nlinarith [Real.neg_one_le_cos φ, Real.cos_le_one φ]
  constructor
  · rw [← image_sqLength A B hB,
      integrableOn_image_iff_integrableOn_abs_deriv_smul measurableSet_Ioo hd hinj]
    exact (hcont.integrableOn_Icc.mono_set Ioo_subset_Icc_self).congr_fun key.symm
      measurableSet_Ioo
  · rw [intervalIntegral.integral_of_le Real.pi_pos.le, integral_Ioc_eq_integral_Ioo,
      ← image_sqLength A B hB,
      integral_image_eq_integral_abs_deriv_smul measurableSet_Ioo hd hinj]
    exact (setIntegral_congr_fun measurableSet_Ioo key).symm

/-- For `B > 0`, the weight `1 / √(B² - (x - A)²)` on the open interval from `A - B` to `A + B`
has total mass `π`, first moment `π A` and second moment about `A` equal to `π B² / 2`. -/
theorem moments (A B : ℝ) (hB : 0 < B) :
    ∫ x in Ioo (A - B) (A + B), 1 / √(B ^ 2 - (x - A) ^ 2) = π ∧
    ∫ x in Ioo (A - B) (A + B), x / √(B ^ 2 - (x - A) ^ 2) = π * A ∧
    ∫ x in Ioo (A - B) (A + B), (x - A) ^ 2 / √(B ^ 2 - (x - A) ^ 2) = π * (B ^ 2 / 2) := by
  have h1 : ∫ φ in (0 : ℝ)..π, (A + B * Real.cos φ) = π * A := by
    have hA : Continuous (fun _ : ℝ => A) := continuous_const
    have hc : Continuous (fun φ : ℝ => B * Real.cos φ) := by fun_prop
    have hAi : IntervalIntegrable (fun _ : ℝ => A) volume 0 π := hA.intervalIntegrable 0 π
    have hci : IntervalIntegrable (fun φ : ℝ => B * Real.cos φ) volume 0 π :=
      hc.intervalIntegrable 0 π
    rw [intervalIntegral.integral_add hAi hci,
      intervalIntegral.integral_const, intervalIntegral.integral_const_mul, integral_cos]
    simp
  have h2 : ∫ φ in (0 : ℝ)..π, (A + B * Real.cos φ - A) ^ 2 = π * (B ^ 2 / 2) := by
    simp only [add_sub_cancel_left, mul_pow]
    rw [intervalIntegral.integral_const_mul, integral_cos_sq]
    simp only [Real.sin_pi, Real.sin_zero]
    ring
  refine ⟨?_, ?_, ?_⟩
  · exact (integral_uniform_angle A B hB (fun _ => 1) continuousOn_const).2.symm.trans (by simp)
  · exact (integral_uniform_angle A B hB (fun x => x) continuousOn_id).2.symm.trans h1
  · exact (integral_uniform_angle A B hB (fun x => (x - A) ^ 2) (by fun_prop)).2.symm.trans h2

/-- The squared distance between `apex r h 0` and `apex s k φ` is `midSq r s h k - 2 r s cos φ`. -/
theorem sqDist_apex (r s h k φ : ℝ) :
    sqDist (apex r h 0) (apex s k φ) = midSq r s h k - 2 * r * s * Real.cos φ := by
  simp [sqDist, apex, midSq, dotProduct, Fin.sum_univ_three]
  linear_combination s ^ 2 * Real.sin_sq_add_cos_sq φ

/-- For `r, s > 0` and `g` continuous on the closed range of squared distances, the integral of `g`
of the squared apex distance over dihedral angles from `0` to `π` equals the integral of `g` against
the inverse-square-root weight over the open range. -/
theorem integral_dihedral (r s h k : ℝ) (hr : 0 < r) (hs : 0 < s) (g : ℝ → ℝ)
    (hg : ContinuousOn g (Icc (midSq r s h k - 2 * r * s) (midSq r s h k + 2 * r * s))) :
    ∫ φ in (0 : ℝ)..π, g (sqDist (apex r h 0) (apex s k φ)) =
      ∫ x in Ioo (midSq r s h k - 2 * r * s) (midSq r s h k + 2 * r * s),
        g x / √((2 * r * s) ^ 2 - (x - midSq r s h k) ^ 2) := by
  rw [← (integral_uniform_angle (midSq r s h k) (2 * r * s) (by positivity) g hg).2]
  -- reflect the angle to change the sign of the cosine
  have hrefl := intervalIntegral.integral_comp_sub_left (a := 0) (b := π)
    (fun φ => g (midSq r s h k + 2 * r * s * Real.cos φ)) π
  simp only [sub_self, sub_zero, Real.cos_pi_sub] at hrefl
  rw [← hrefl]
  apply intervalIntegral.integral_congr
  intro φ _
  change g (sqDist (apex r h 0) (apex s k φ)) =
    g (midSq r s h k + 2 * r * s * -Real.cos φ)
  rw [sqDist_apex]
  congr 1
  ring

/-- For nonnegative `L`, `r`, `s` and a dihedral angle between `0` and `π`, the square root in the
density times the length `L` of the shared edge is twelve times the tetrahedron's volume. -/
theorem sqrt_eq_volume (L r s h k φ : ℝ) (hL : 0 ≤ L) (hr : 0 ≤ r) (hs : 0 ≤ s)
    (hφ : φ ∈ Icc 0 π) :
    L * √((2 * r * s) ^ 2 - (sqDist (apex r h 0) (apex s k φ) - midSq r s h k) ^ 2) =
      12 * tetVolume ![0, 0, L] (apex r h 0) (apex s k φ) := by
  have hsin := Real.sin_nonneg_of_nonneg_of_le_pi hφ.1 hφ.2
  have ht : ![0, 0, L] ⬝ᵥ (apex r h 0 ⨯₃ apex s k φ) = L * r * s * Real.sin φ := by
    simp [apex, cross_apply, dotProduct, Fin.sum_univ_three]
    ring
  have hq : (2 * r * s) ^ 2 - (sqDist (apex r h 0) (apex s k φ) - midSq r s h k) ^ 2 =
      (2 * r * s * Real.sin φ) ^ 2 := by
    rw [sqDist_apex]
    linear_combination (-(2 * r * s) ^ 2) * Real.sin_sq_add_cos_sq φ
  rw [hq, Real.sqrt_sq (by positivity), tetVolume, ht, abs_of_nonneg (by positivity)]
  ring

end

end DihedralAngleDensity
```

```lean
#print axioms DihedralAngleDensity.moments
#print axioms DihedralAngleDensity.integral_dihedral
#print axioms DihedralAngleDensity.sqrt_eq_volume
```

```
'DihedralAngleDensity.moments' depends on axioms: [propext, Classical.choice, Quot.sound]
'DihedralAngleDensity.integral_dihedral' depends on axioms: [propext, Classical.choice, Quot.sound]
'DihedralAngleDensity.sqrt_eq_volume' depends on axioms: [propext, Classical.choice, Quot.sound]
```

## How the Lean objects describe the four atoms

A point of space is a function `Fin 3 → ℝ`, that is, three real coordinates. For `r ≥ 0`, `apex r h φ` is the point with axial distance `r`, height `h` and azimuth `φ`; atom 1 is `apex r h 0` and atom 4 is `apex s k φ`. `sqDist` is the dot product of the difference vector with itself, hence the ordinary Euclidean squared distance. `midSq r s h k` is the constant \(A\), the squared distance at a right-angled dihedral. `tetVolume` is one sixth of the absolute triple product, with the fourth vertex at the origin.

The central theorem, `integral_uniform_angle`, has two conclusions for `B > 0` and `g` continuous on the closed interval: the weighted function is integrable on the open interval `Ioo (A - B) (A + B)`, and the two integrals agree. The first conclusion matters because Mathlib assigns the value zero to the integral of a non-integrable function.

`moments` gives the three integrals of the unnormalised weight. `integral_dihedral` states the identity for the distance computed from coordinates, with `r` and `s` positive. This positivity means that neither bond angle is straight; otherwise the distance would not depend on the dihedral. `sqrt_eq_volume` gives the relation to the volume and also allows flat or collapsed tetrahedra, for which both sides are zero.

In the theorems about `apex` points, \(\varphi=0\) is the cis arrangement, with both outer atoms on the same side of the axis and the distance at its smallest. A code that puts zero at trans has the opposite sign before the cosine, and the same density.

## Lemmas behind the substitution

`image_sqLength` shows that the open angular interval is mapped onto the open interval of squared lengths. Strict monotonicity of the cosine gives the bounds, and the arccosine supplies an angle for each \(x\). `sqrt_eq_jacobian` rewrites the radicand as a square using \(\sin^2\varphi+\cos^2\varphi=1\), then takes the root with the sign of \(B\sin\varphi\) known.

Inside `integral_uniform_angle`, `hd` is the derivative \(-B\sin\varphi\), `hinj` says that different angles give different lengths, and `key` is the cancellation of the Jacobian against the square root. `hcont` is the continuity of the angular integrand, from which integrability follows. Mathlib's change-of-variables theorems then transfer both integrability and the value of the integral. They use the absolute value of the derivative, so the exchange of limits in the derivation above does not appear.

`moments` applies the result to the three choices of \(g\) and evaluates the angular integrals. `sqDist_apex` is the distance formula. In `integral_dihedral`, the step `hrefl` is the reflection \(\varphi\to\pi-\varphi\), and `sqDist_apex` then identifies the two integrands. `sqrt_eq_volume` computes the triple product (`ht`) and the radicand (`hq`) separately and compares them.

## One free angle, continuous observables

The theorems guarantee the identity for every continuous \(g\), every real \(A\) and every positive \(B\), and its geometric form for every pair of heights. A code that evaluates both sides correctly can differ between them only through quadrature, sampling and rounding errors.

The uniform angle is an input. It stands for a torsion without a potential, sampled with the flat measure in \(\varphi\); a torsional potential or a weight that depends on the dihedral in general changes the density. Bond lengths and bond angles are fixed, and only one dihedral moves. For longer chains with several free torsions, the end-to-end distance in general follows a different law.

The angular range is \([0,\pi]\), whereas many codes store dihedrals in \((-\pi,\pi]\). Because the cosine is even, a uniform angle on the full circle gives the same normalised density.

The indicator function of a histogram bin is generally not continuous, so the bin fractions given earlier rest on the monotone map itself and not on a checked theorem. The file contains no 6j-symbols and no limit of large angular momenta: its contribution to that subject is the classical density and its relation to the volume.
